# An electron's z coordinate and the z component of r₀ × r₁ give two-electron P states of opposite parity

A single electron with orbital angular momentum $l=1$ is always odd under inversion. Two electrons have more freedom: in helium the configurations $1s2p$ and $2p^2$ both contain P terms, and the first is odd while the second is even. When I write trial functions in Hylleraas style, this shows up as two different prefactors. With the electrons labelled 0 and 1 and the nucleus at the origin, one kind of function is $z_0F$ or $z_1F$, and the other is $(x_0y_1-y_0x_1)F$, where $F$ depends only on $\mathbf r_0\cdot\mathbf r_0$, $\mathbf r_1\cdot\mathbf r_1$ and $\mathbf r_0\cdot\mathbf r_1$.

I would like to see this made rigorous and machine-checked, at least for polynomial $F$: both products should have $L^2=2$ in units of $\hbar^2$ and $L_z=0$, with odd parity for the first and even parity for the second. Can this be done for every such $F$ at once?

## Vectors multiplied by rotational invariants

Yes. Both prefactors are $z$ components of vectors, and $F$ is invariant under rotations. That settles the angular momentum, and counting signs settles the parity.

Let
$$\mathbf D=\mathbf r_0\times\nabla_0+\mathbf r_1\times\nabla_1 .$$
The total orbital angular momentum is $\mathbf L=-i\hbar\mathbf D$, so in units of $\hbar^2$ we have $L^2=-(D_x^2+D_y^2+D_z^2)$. Each component of $\mathbf D$ is a first-order differential operator and obeys the product rule.

**Positions.** Since $D_x=\sum_i(y_i\partial_{z_i}-z_i\partial_{y_i})$, it gives $D_xx_i=0$, $D_xy_i=-z_i$ and $D_xz_i=y_i$. The other two components follow by cyclic permutation. Call a triple $\mathbf V$ of polynomials a vector if it obeys the same rules:
$$\begin{aligned}
D_xV_x&=0, & D_xV_y&=-V_z, & D_xV_z&=V_y,\\
D_yV_x&=V_z, & D_yV_y&=0, & D_yV_z&=-V_x,\\
D_zV_x&=-V_y, & D_zV_y&=V_x, & D_zV_z&=0.
\end{aligned}$$

**Dot products.** For two vectors $\mathbf V$ and $\mathbf W$, the product rule gives
$$D_x(\mathbf V\cdot\mathbf W)=-V_zW_y-V_yW_z+V_yW_z+V_zW_y=0,$$
and likewise for $D_y$ and $D_z$. Now let $F=f(I_0,I_1,I_2)$, where $f$ is a polynomial in three variables and $I_0=\mathbf r_0\cdot\mathbf r_0$, $I_1=\mathbf r_1\cdot\mathbf r_1$, $I_2=\mathbf r_0\cdot\mathbf r_1$. By the chain rule,
$$\mathbf DF=\sum_k\frac{\partial f}{\partial I_k}\,\mathbf DI_k=0 .$$

**Cross products.** Let $\mathbf C=\mathbf V\times\mathbf W$. Then
$$\begin{aligned}
D_xC_x&=D_x(V_yW_z-V_zW_y)=-V_zW_z+V_yW_y-V_yW_y+V_zW_z=0,\\
D_xC_y&=D_x(V_zW_x-V_xW_z)=V_yW_x-V_xW_y=-C_z,\\
D_xC_z&=D_x(V_xW_y-V_yW_x)=-V_xW_z+V_zW_x=C_y.
\end{aligned}$$
The remaining six relations are cyclic permutations of these, so $\mathbf C$ is a vector. In particular $\mathbf r_0\times\mathbf r_1$ is one, and its $z$ component is $x_0y_1-y_0x_1$.

**Angular momentum.** Because $\mathbf DF=0$, the factor $F$ passes through every component of $\mathbf D$. For any vector $\mathbf V$,
$$\begin{aligned}
D_x^2(V_zF)&=D_x(V_yF)=-V_zF,\\
D_y^2(V_zF)&=-D_y(V_xF)=-V_zF,\\
D_z(V_zF)&=0 .
\end{aligned}$$
Hence $L^2(V_zF)=2V_zF$. Since $2=L(L+1)$ for $L=1$, a nonzero $V_zF$ is a P state with $M=0$. Taking $\mathbf V=\mathbf r_i$ and $\mathbf V=\mathbf r_0\times\mathbf r_1$ gives the two families.

**Parity.** Inversion sends $\mathbf r_i$ to $-\mathbf r_i$. The three dot products are quadratic in the coordinates and do not change, so $F$ is even. The factor $z_i$ changes sign, while $x_0y_1-y_0x_1$ is a sum of products of two coordinates and does not.

## What the Lean theorems say

The type `P` consists of real polynomials in six variables, indexed by an electron in `Fin 2` and an axis in `Fin 3`. The coordinate of electron `i` along axis `k` is `r i k`, with axes 0, 1, 2 for $x,y,z$.

The operator `rot b c` is $\sum_i(r_{i,b}\partial_{i,c}-r_{i,c}\partial_{i,b})$, so $D_x$, $D_y$ and $D_z$ are `rot 1 2`, `rot 2 0` and `rot 0 1`. `Lsq` is $L^2$ in units of $\hbar^2$. Real coefficients are enough, because the factor $-i$ in $\mathbf L$ only enters squared or in an equation whose right side is zero. `inversion` is the substitution that reverses all six coordinates. `radial f` is $F$: the polynomial `f` in three variables, evaluated at the three dot products.

The main theorem, `two_kinds_of_P_state`, holds for either electron `i` and every `f`. It states six equations: the $L^2$ equation, the $D_z$ equation and the parity, for $z_iF$ and for $(x_0y_1-y_0x_1)F$. Three further theorems complete the picture.

- `odd_P_state` gives the same three properties for $z_0F+z_1G$ with independent $F$ and $G$. This form includes the combinations that are symmetric or antisymmetric under exchange of the electrons.
- `P_states_ne_zero` says that both products are nonzero if $F$ is nonzero. The zero polynomial satisfies every equation above, so this is what turns the equations into statements about states.
- `odd_even_disjoint` says that if $z_0F+z_1G=(x_0y_1-y_0x_1)H$, with $H$ a third polynomial in the dot products, then the left side and $H$ both vanish. The two families have no nonzero function in common.

For Hylleraas-type calculations on two-electron atoms, the result supplies prefactors that give a trial function $L=1$, $M=0$ and a definite parity, in a model where the correlation factor is a polynomial in the three dot products. Even powers of the interelectronic distance $r_{01}$ are included, since $r_{01}^2=I_0+I_1-2I_2$. Odd powers of $r_{01}$ or of the electron–nucleus distances are not, and neither are the exponentials that make a real trial function normalisable. The chain-rule argument above carries over to other functions of the dot products on any open region where they are differentiable, but that extension is an argument in prose and not a theorem of the file.

No Hamiltonian appears, so nothing is said about energies. Spin and the Pauli principle are not imposed either, and only the $M=0$ member of each P multiplet is treated.

## The complete file

```lean
import Mathlib

open MvPolynomial

namespace HylleraasPStates

noncomputable section

/-- Real polynomials in the six Cartesian coordinates of two electrons. -/
abbrev P := MvPolynomial (Fin 2 × Fin 3) ℝ

/-- The position vector of electron `i` (electrons are numbered 0 and 1, axes 0, 1, 2). -/
def r (i : Fin 2) (k : Fin 3) : P := X (i, k)

/-- The generator of simultaneous rotations of both electrons in the plane of axes `b`, `c`:
the sum over the electrons of `r_b ∂_c - r_c ∂_b`. -/
def rot (b c : Fin 3) : Derivation ℝ P P :=
  (r 0 b • pderiv (0, c) - r 0 c • pderiv (0, b)) +
    (r 1 b • pderiv (1, c) - r 1 c • pderiv (1, b))

/-- The squared total orbital angular momentum `-(Dx² + Dy² + Dz²)`, in units of `ħ²`. -/
def Lsq (p : P) : P :=
  -(rot 1 2 (rot 1 2 p) + rot 2 0 (rot 2 0 p) + rot 0 1 (rot 0 1 p))

/-- Spatial inversion, which reverses all electron coordinates. -/
def inversion : P →ₐ[ℝ] P := aeval (fun v => -X v)

/-- The dot product of two triples of polynomials. -/
def dot (V W : Fin 3 → P) : P := V 0 * W 0 + V 1 * W 1 + V 2 * W 2

/-- The cross product of two triples of polynomials. -/
def cross (V W : Fin 3 → P) : Fin 3 → P :=
  ![V 1 * W 2 - V 2 * W 1, V 2 * W 0 - V 0 * W 2, V 0 * W 1 - V 1 * W 0]

/-- The three dot products `r0·r0`, `r1·r1`, `r0·r1`. -/
def invariants : Fin 3 → P := ![dot (r 0) (r 0), dot (r 1) (r 1), dot (r 0) (r 1)]

/-- The factor `F`: a polynomial `f` evaluated at `r0·r0`, `r1·r1`, `r0·r1`. -/
def radial (f : MvPolynomial (Fin 3) ℝ) : P := aeval invariants f

/-- A triple of polynomials that transforms as a vector under infinitesimal rotations. -/
def IsVector (V : Fin 3 → P) : Prop :=
  ∀ b c d, rot b c (V d) = (if d = c then V b else 0) - (if d = b then V c else 0)

/-- The position of each electron transforms as a vector. -/
theorem isVector_position (i : Fin 2) : IsVector (r i) := by
  intro b c d
  fin_cases i <;> simp [rot, r, pderiv_X, Pi.single_apply]

/-- The cross product of two vectors transforms as a vector. -/
theorem isVector_cross {V W : Fin 3 → P} (hV : IsVector V) (hW : IsVector W) :
    IsVector (cross V W) := by
  unfold IsVector at hV hW ⊢
  intro b c d
  fin_cases b <;> fin_cases c <;> fin_cases d <;>
    simp [cross, Derivation.leibniz, hV, hW] <;> ring

/-- The dot product of two vectors is annihilated by every rotation generator. -/
theorem rot_dot {V W : Fin 3 → P} (hV : IsVector V) (hW : IsVector W) (b c : Fin 3) :
    rot b c (dot V W) = 0 := by
  unfold IsVector at hV hW
  fin_cases b <;> fin_cases c <;>
    simp [dot, Derivation.leibniz, hV, hW] <;> ring

/-- Every polynomial in `r0·r0`, `r1·r1`, `r0·r1` is annihilated by the rotation generators and is
even under inversion. -/
theorem radial_invariant (f : MvPolynomial (Fin 3) ℝ) :
    (∀ b c, rot b c (radial f) = 0) ∧ inversion (radial f) = radial f := by
  have hrot : ∀ b c i, rot b c (invariants i) = 0 := by
    intro b c i
    fin_cases i
    · exact rot_dot (isVector_position 0) (isVector_position 0) b c
    · exact rot_dot (isVector_position 1) (isVector_position 1) b c
    · exact rot_dot (isVector_position 0) (isVector_position 1) b c
  have hinv : ∀ i, inversion (invariants i) = invariants i := by
    intro i
    fin_cases i <;> simp [invariants, dot, inversion, r]
  -- both properties pass from the three generators to all polynomials in them
  unfold radial
  induction f using MvPolynomial.induction_on with
  | C a => simp [inversion]
  | add p q hp hq =>
    refine ⟨fun b c => ?_, ?_⟩
    · rw [map_add, map_add, hp.1, hq.1, add_zero]
    · rw [map_add, map_add, hp.2, hq.2]
  | mul_X p i hp =>
    refine ⟨fun b c => ?_, ?_⟩
    · rw [map_mul, aeval_X, Derivation.leibniz, hp.1, hrot, smul_zero, smul_zero, add_zero]
    · rw [map_mul, aeval_X, map_mul, hp.2, hinv]

/-- For a vector `V` and a polynomial `F` in the three dot products, the product `p = V_z F`
satisfies `L² p = 2 p` and `Dz p = 0`. -/
theorem vector_component {V : Fin 3 → P} (hV : IsVector V) (f : MvPolynomial (Fin 3) ℝ) :
    Lsq (V 2 * radial f) = 2 * (V 2 * radial f) ∧ rot 0 1 (V 2 * radial f) = 0 := by
  have hF := (radial_invariant f).1
  -- the invariant factor passes through each rotation generator
  have hmul : ∀ b c (p : P), rot b c (p * radial f) = rot b c p * radial f := by
    intro b c p
    rw [Derivation.leibniz, hF, smul_zero, zero_add, smul_eq_mul, mul_comm]
  unfold IsVector at hV
  constructor
  · simp only [Lsq, hmul]
    simp [hV]
    try ring
  · rw [hmul]
    simp [hV]

/-- The products `p = z_i F` and `p = (x0 y1 - y0 x1) F` both satisfy `L² p = 2 p` and `Dz p = 0`;
the first is odd and the second even under inversion. -/
theorem two_kinds_of_P_state (i : Fin 2) (f : MvPolynomial (Fin 3) ℝ) :
    (Lsq (r i 2 * radial f) = 2 * (r i 2 * radial f) ∧
      rot 0 1 (r i 2 * radial f) = 0 ∧
      inversion (r i 2 * radial f) = -(r i 2 * radial f)) ∧
    (Lsq ((r 0 0 * r 1 1 - r 0 1 * r 1 0) * radial f) =
        2 * ((r 0 0 * r 1 1 - r 0 1 * r 1 0) * radial f) ∧
      rot 0 1 ((r 0 0 * r 1 1 - r 0 1 * r 1 0) * radial f) = 0 ∧
      inversion ((r 0 0 * r 1 1 - r 0 1 * r 1 0) * radial f) =
        (r 0 0 * r 1 1 - r 0 1 * r 1 0) * radial f) := by
  have h1 := vector_component (isVector_position i) f
  have h2 := vector_component (isVector_cross (isVector_position 0) (isVector_position 1)) f
  have hc : cross (r 0) (r 1) 2 = r 0 0 * r 1 1 - r 0 1 * r 1 0 := rfl
  rw [hc] at h2
  refine ⟨⟨h1.1, h1.2, ?_⟩, h2.1, h2.2, ?_⟩
  · rw [map_mul, (radial_invariant f).2]
    simp [inversion, r]
  · rw [map_mul, (radial_invariant f).2]
    simp [inversion, r]

/-- The combination `p = z0 F + z1 G` satisfies `L² p = 2 p` and `Dz p = 0` and is odd under
inversion. -/
theorem odd_P_state (f g : MvPolynomial (Fin 3) ℝ) :
    Lsq (r 0 2 * radial f + r 1 2 * radial g) = 2 * (r 0 2 * radial f + r 1 2 * radial g) ∧
    rot 0 1 (r 0 2 * radial f + r 1 2 * radial g) = 0 ∧
    inversion (r 0 2 * radial f + r 1 2 * radial g) =
      -(r 0 2 * radial f + r 1 2 * radial g) := by
  obtain ⟨a1, a2, a3⟩ := (two_kinds_of_P_state 0 f).1
  obtain ⟨b1, b2, b3⟩ := (two_kinds_of_P_state 1 g).1
  refine ⟨?_, ?_, ?_⟩
  · unfold Lsq at a1 b1 ⊢
    simp only [map_add]
    linear_combination a1 + b1
  · rw [map_add, a2, b2, add_zero]
  · rw [map_add, a3, b3]
    ring

/-- If `F` is not zero, then neither `z_i F` nor `(x0 y1 - y0 x1) F` is zero. -/
theorem P_states_ne_zero (i : Fin 2) (f : MvPolynomial (Fin 3) ℝ) (hf : radial f ≠ 0) :
    r i 2 * radial f ≠ 0 ∧ (r 0 0 * r 1 1 - r 0 1 * r 1 0) * radial f ≠ 0 := by
  refine ⟨mul_ne_zero (X_ne_zero _) hf, mul_ne_zero (fun h => ?_) hf⟩
  -- test the prefactor with electron 0 on the x axis and electron 1 on the y axis
  have h' := congrArg
    (eval (fun v : Fin 2 × Fin 3 => if v = (0, 0) ∨ v = (1, 1) then (1 : ℝ) else 0)) h
  simp [r] at h'

/-- If `z0 F + z1 G` equals `(x0 y1 - y0 x1) H`, then `z0 F + z1 G` and `H` are both zero. -/
theorem odd_even_disjoint (f g h : MvPolynomial (Fin 3) ℝ)
    (heq : r 0 2 * radial f + r 1 2 * radial g =
      (r 0 0 * r 1 1 - r 0 1 * r 1 0) * radial h) :
    r 0 2 * radial f + r 1 2 * radial g = 0 ∧ radial h = 0 := by
  -- inversion reverses the left side and keeps the right side
  have h' := congrArg inversion heq
  rw [(odd_P_state f g).2.2, (two_kinds_of_P_state 0 h).2.2.2] at h'
  have h2 : (2 : P) * (r 0 2 * radial f + r 1 2 * radial g) = 0 := by
    linear_combination heq - h'
  have h0 := (mul_eq_zero.mp h2).resolve_left two_ne_zero
  refine ⟨h0, ?_⟩
  by_contra hh
  exact (P_states_ne_zero 0 h hh).2 (heq.symm.trans h0)

end

end HylleraasPStates
```

```lean
#print axioms HylleraasPStates.two_kinds_of_P_state
-- 'HylleraasPStates.two_kinds_of_P_state' depends on axioms: [propext, Classical.choice, Quot.sound]
#print axioms HylleraasPStates.odd_even_disjoint
-- 'HylleraasPStates.odd_even_disjoint' depends on axioms: [propext, Classical.choice, Quot.sound]
```

## How the proof follows the calculation

The table of rules for a vector becomes the single condition `IsVector`:
$$\mathrm{rot}_{bc}V_d=\delta_{dc}V_b-\delta_{db}V_c .$$
`isVector_position` verifies it for each electron by differentiating coordinates, each derivative being 0 or 1.

`isVector_cross` and `rot_dot` are the cross-product and dot-product calculations. Where the hand derivation appeals to cyclic permutation, `fin_cases` runs through all the axes. In each case `simp` applies the product rule, `Derivation.leibniz`, together with the vector rules for `V` and `W`, and `ring` cancels the terms.

`radial_invariant` shows that $F$ is annihilated by all generators and is even. It replaces the chain rule by induction on the polynomial `f`. The two properties are first established for the three dot products, as `hrot` and `hinv`. They hold for constants and pass to sums. If they hold for $p$, they hold for $p\,I_k$, because $\mathbf D(pI_k)=p\,\mathbf DI_k+I_k\,\mathbf Dp=0$ and inversion respects products.

`vector_component` contains the angular momentum argument for any vector. Its intermediate statement `hmul` says that $F$ passes through each generator. After that, the vector rules evaluate the second derivatives and give the eigenvalue 2, and they also give $D_z(V_zF)=0$.

`two_kinds_of_P_state` applies this lemma to `r i` and to `cross (r 0) (r 1)`. The equation `hc` identifies component 2 of the cross product with $x_0y_1-y_0x_1$. For the parity, inversion is distributed over the product, $F$ is left unchanged by `radial_invariant`, and `simp` counts the signs in the prefactor.

For `odd_P_state`, the properties of $z_0F$ and $z_1G$ are added. The generators and inversion are linear, and `linear_combination a1 + b1` adds the two $L^2$ equations.

The proof of `P_states_ne_zero` uses the fact that a product of nonzero real polynomials is nonzero. A coordinate is a nonzero polynomial. For the other prefactor, the proof evaluates it at $\mathbf r_0=(1,0,0)$ and $\mathbf r_1=(0,1,0)$, where $x_0y_1-y_0x_1=1$.

Finally, `odd_even_disjoint` compares parities. Write the assumed equality as $A=B$, with $A$ odd and $B$ even. Applying inversion gives $-A=B$, and subtracting the two equations gives $2A=0$, so $A=0$ and therefore $B=0$. If $H$ were nonzero, `P_states_ne_zero` would make $B$ nonzero, which is a contradiction.
